# A phase strictly stable in its pseudobinary section can lie 2 energy units above the ternary hull

Three phases of a ternary alloy at compositions (0, 1/4), (1/4, 1/4) and (1/2, 1/4), with energies 0, −1 and 0, make the middle phase stable within their section y = 1/4. Add two phases at (1/4, 0) and (1/4, 1/2), each with energy −3, and the same middle phase sits exactly 2 above a competing mixture. I would like to see this argued rigorously, with "mixture" and "hull energy" properly defined, and checked by machine. I would also like to know when a section can be trusted.

## The two outside phases meet at the middle composition

The claim is correct: the middle phase has energy −1, and the equal mixture of the two added phases has the same composition and energy −3, which is the lowest energy of any mixture of the five phases there. A section is reliable when all phases lie on one side of its line, as they do along an edge of the composition triangle.

Here a pseudobinary section is any straight line through the composition triangle; it is not assumed that the equilibrium phases lie on it. Number the phases 0, 1, 2 along the section and 3, 4 outside it, and give the last two a common energy e. Let wᵢ ≥ 0 be the phase fractions, with sum 1. The energy of a mixture is the weighted sum

E = 0·w₀ − w₁ + 0·w₂ + e·w₃ + e·w₄ = −w₁ + e(w₃ + w₄).

**Within the section**, w₃ = w₄ = 0. The y-coordinate is then 1/4 automatically, and the x-coordinate requires

w₁/4 + w₂/2 = 1/4, that is, w₁ + 2w₂ = 1.

Comparing this with w₀ + w₁ + w₂ = 1 gives w₀ = w₂. Writing t for this common value, the mixtures are (t, 1 − 2t, t) with 0 ≤ t ≤ 1/2, and their energy is

E = −1 + 2t.

This exceeds −1 unless t = 0, which is the pure middle phase.

**In the full system**, set m = min(e, −1). All five energies are at least m, so

E − m = w₀(0 − m) + w₁(−1 − m) + w₂(0 − m) + w₃(e − m) + w₄(e − m) ≥ 0.

The bound is attained. If e ≤ −1, take w₃ = w₄ = 1/2: the composition is (1/4, (0 + 1/2)/2) = (1/4, 1/4) and the energy is e. If e ≥ −1, take the pure middle phase. The hull energy is therefore min(e, −1). For e = −3 it equals −3, and the middle phase lies −1 − (−3) = 2 above it.

**For a section with all phases on one side**, write its line as ax + by = c and suppose that axᵢ + byᵢ ≥ c for every admitted phase. A mixture whose composition (X, Y) lies on the line satisfies

Σᵢ wᵢ(axᵢ + byᵢ − c) = aX + bY − c = 0.

Every term is non-negative, so every term vanishes, and a phase off the line has fraction zero. Phases outside such a section cannot take part in the competition. In the counter-example they can, because phases 3 and 4 lie on opposite sides of y = 1/4. The condition is sufficient, not necessary: for e ≥ −1 the section still gives the right hull energy at (1/4, 1/4). Once the three pure elements are admitted, no section through the interior of the triangle meets the condition, since the elements then lie on both sides of it. Such a section has to be checked against the phases outside it.

## Mixtures and hull energies in Lean

A `PhaseSet` assigns each phase two composition coordinates and an energy; the third mole fraction is 1 − x − y. For the weighted sums to have their physical meaning, energies are taken per atom and phase fractions count atoms.

`IsMixture P S X Y w` says that the fractions `w` are non-negative, vanish outside the admitted set `S`, sum to one and reproduce the composition (X, Y). `mixEnergy` is the weighted energy. `IsHullEnergy P S X Y E` uses `IsLeast`: some admissible mixture has energy E, and none has a lower one.

The five phases are `alloy e`, with `sectionPhases` for the set {0, 1, 2} and `univ` for all five. The final theorem, `pseudobinary_counterexample`, sets e = −3 and makes three statements:

- Every mixture of the section's phases at (1/4, 1/4), other than `pureMiddle`, has strictly higher energy than phase 1.
- The energy of `outsidePair` is the hull energy of the full system at that composition.
- The energy of phase 1 minus that of `outsidePair` is 2.

The theorem `full_hullEnergy` covers every real e, and `isMixture_edge_iff` and `hullEnergy_edge_iff` treat the one-sided section for any finite collection of phases. In these last two, `T` is the full set of admitted phases and `S` consists of those on the line.

The model has finitely many phases, each with a fixed composition and a given energy. Entropy, solid-solution ranges and interfacial energies are absent, so "stable" means lowest in energy. The coordinates are arbitrary real numbers in the general definitions, although the five phases chosen here all lie inside or on the edge of the composition triangle. The pure elements are not among them; by the same averaging argument, adding them with energy 0 would leave the value −3 unchanged.

For electronic-structure screening, the example shows, within this zero-temperature model of finitely many phases, that an energy above the hull computed from one section alone can be zero when the ternary value is positive.

```lean
import Mathlib

open Finset

namespace PseudobinarySection

noncomputable section

/-- A collection of ternary phases, each with two composition coordinates and an energy. -/
structure PhaseSet (ι : Type*) where
  x : ι → ℝ
  y : ι → ℝ
  energy : ι → ℝ

variable {ι : Type*} [Fintype ι]

/-- The phase fractions `w` describe a mixture of phases from `S` with overall
composition `(X, Y)`. -/
structure IsMixture (P : PhaseSet ι) (S : Finset ι) (X Y : ℝ) (w : ι → ℝ) : Prop where
  nonneg : ∀ i, 0 ≤ w i
  support : ∀ i, i ∉ S → w i = 0
  total : ∑ i, w i = 1
  compX : ∑ i, w i * P.x i = X
  compY : ∑ i, w i * P.y i = Y

/-- The energy of a mixture with phase fractions `w`. -/
def mixEnergy (P : PhaseSet ι) (w : ι → ℝ) : ℝ := ∑ i, w i * P.energy i

/-- `E` is the lowest energy of any mixture of phases from `S` with composition `(X, Y)`. -/
def IsHullEnergy (P : PhaseSet ι) (S : Finset ι) (X Y E : ℝ) : Prop :=
  IsLeast {E' | ∃ w, IsMixture P S X Y w ∧ mixEnergy P w = E'} E

/-- Admitting further phases never raises the hull energy at a given composition. -/
theorem hullEnergy_antitone (P : PhaseSet ι) {S T : Finset ι} (hST : S ⊆ T)
    {X Y E E' : ℝ} (hS : IsHullEnergy P S X Y E) (hT : IsHullEnergy P T X Y E') :
    E' ≤ E := by
  obtain ⟨w, hw, hE⟩ := hS.1
  exact hT.2 ⟨w, ⟨hw.nonneg, fun i hi => hw.support i (fun h => hi (hST h)),
    hw.total, hw.compX, hw.compY⟩, hE⟩

/-- If all phases of `T` lie on one side of a line in composition space, the mixtures with
composition on that line are exactly the mixtures of the phases `S` on the line. -/
theorem isMixture_edge_iff (P : PhaseSet ι) {S T : Finset ι} {a b c X Y : ℝ}
    (hside : ∀ i ∈ T, c ≤ a * P.x i + b * P.y i) (hline : a * X + b * Y = c)
    (hS : ∀ i, i ∈ S ↔ i ∈ T ∧ a * P.x i + b * P.y i = c) (w : ι → ℝ) :
    IsMixture P T X Y w ↔ IsMixture P S X Y w := by
  constructor
  · intro h
    -- the weighted distances from the line add up to zero
    have hsum : ∑ i, w i * (a * P.x i + b * P.y i - c) = 0 := by
      have h1 : ∑ i, w i * (a * P.x i + b * P.y i - c)
          = a * ∑ i, w i * P.x i + b * ∑ i, w i * P.y i - c * ∑ i, w i := by
        rw [Finset.mul_sum, Finset.mul_sum, Finset.mul_sum, ← Finset.sum_add_distrib,
          ← Finset.sum_sub_distrib]
        apply Finset.sum_congr rfl
        intro i _
        ring
      rw [h1, h.compX, h.compY, h.total]
      linarith
    have hnn : ∀ i ∈ (Finset.univ : Finset ι),
        0 ≤ w i * (a * P.x i + b * P.y i - c) := by
      intro i _
      by_cases hi : i ∈ T
      · exact mul_nonneg (h.nonneg i) (sub_nonneg.mpr (hside i hi))
      · rw [h.support i hi, zero_mul]
    -- hence each of them vanishes
    have hz := (Finset.sum_eq_zero_iff_of_nonneg hnn).mp hsum
    refine ⟨h.nonneg, fun i hi => ?_, h.total, h.compX, h.compY⟩
    by_cases hT : i ∈ T
    · rcases mul_eq_zero.mp (hz i (Finset.mem_univ i)) with h0 | h0
      · exact h0
      · exact absurd ((hS i).mpr ⟨hT, by linarith⟩) hi
    · exact h.support i hT
  · intro h
    exact ⟨h.nonneg, fun i hi => h.support i (fun hs => hi ((hS i).mp hs).1),
      h.total, h.compX, h.compY⟩

/-- For a section with all phases on one side of it, the hull energy computed within
the section is the hull energy of the full system. -/
theorem hullEnergy_edge_iff (P : PhaseSet ι) {S T : Finset ι} {a b c X Y : ℝ}
    (hside : ∀ i ∈ T, c ≤ a * P.x i + b * P.y i) (hline : a * X + b * Y = c)
    (hS : ∀ i, i ∈ S ↔ i ∈ T ∧ a * P.x i + b * P.y i = c) (E : ℝ) :
    IsHullEnergy P T X Y E ↔ IsHullEnergy P S X Y E := by
  have key := isMixture_edge_iff P hside hline hS
  simp only [IsHullEnergy, key]

/-- Phases 0, 1, 2 lie at (0,1/4), (1/4,1/4), (1/2,1/4) with energies 0, -1, 0;
phases 3, 4 lie at (1/4,0), (1/4,1/2) with common energy `e`. -/
def alloy (e : ℝ) : PhaseSet (Fin 5) where
  x := ![0, 1/4, 1/2, 1/4, 1/4]
  y := ![1/4, 1/4, 1/4, 0, 1/2]
  energy := ![0, -1, 0, e, e]

/-- The three phases on the section `y = 1/4`. -/
def sectionPhases : Finset (Fin 5) := {0, 1, 2}

/-- The pure middle phase, as a list of phase fractions. -/
def pureMiddle : Fin 5 → ℝ := ![0, 1, 0, 0, 0]

/-- The equal mixture of the two phases outside the section. -/
def outsidePair : Fin 5 → ℝ := ![0, 0, 0, 1/2, 1/2]

/-- The energy of a mixture in the model alloy, in terms of its phase fractions. -/
theorem mixEnergy_alloy (e : ℝ) (w : Fin 5 → ℝ) :
    mixEnergy (alloy e) w = -w 1 + e * (w 3 + w 4) := by
  have h : mixEnergy (alloy e) w
      = w 0 * 0 + w 1 * (-1) + w 2 * 0 + w 3 * e + w 4 * e := by
    rw [mixEnergy, Fin.sum_univ_five]
    rfl
  rw [h]
  ring

/-- Within the section, every mixture at composition (1/4,1/4) other than the pure middle
phase has a strictly higher energy than the middle phase. -/
theorem middle_stable_in_section (e : ℝ) (w : Fin 5 → ℝ)
    (h : IsMixture (alloy e) sectionPhases (1/4) (1/4) w) (hw : w ≠ pureMiddle) :
    (alloy e).energy 1 < mixEnergy (alloy e) w := by
  have h3 : w 3 = 0 := h.support 3 (by decide)
  have h4 : w 4 = 0 := h.support 4 (by decide)
  have ht := h.total
  rw [Fin.sum_univ_five] at ht
  have h0 := h.nonneg 0
  have h2 := h.nonneg 2
  have he : (alloy e).energy 1 = -1 := rfl
  rw [mixEnergy_alloy, he, h3, h4]
  by_contra hcon
  -- otherwise the middle phase takes up the whole sample
  apply hw
  funext i
  fin_cases i <;> simp [pureMiddle] <;> linarith

/-- In the full system the hull energy at (1/4,1/4) is the smaller of `e` and -1. -/
theorem full_hullEnergy (e : ℝ) :
    IsHullEnergy (alloy e) univ (1/4) (1/4) (min e (-1)) := by
  constructor
  · rcases le_total e (-1) with he | he
    · refine ⟨outsidePair, ⟨?_, fun i hi => absurd (mem_univ i) hi, ?_, ?_, ?_⟩, ?_⟩
      · intro i
        fin_cases i <;> norm_num [outsidePair]
      · simp [outsidePair, Fin.sum_univ_five]
        norm_num
      · simp [outsidePair, alloy, Fin.sum_univ_five]
        norm_num
      · simp [outsidePair, alloy, Fin.sum_univ_five]
        norm_num
      · rw [mixEnergy_alloy, min_eq_left he]
        simp [outsidePair]
        norm_num
    · refine ⟨pureMiddle, ⟨?_, fun i hi => absurd (mem_univ i) hi, ?_, ?_, ?_⟩, ?_⟩
      · intro i
        fin_cases i <;> norm_num [pureMiddle]
      · simp [pureMiddle, Fin.sum_univ_five]
      · simp [pureMiddle, alloy, Fin.sum_univ_five]
      · simp [pureMiddle, alloy, Fin.sum_univ_five]
      · rw [mixEnergy_alloy, min_eq_right he]
        simp [pureMiddle]
  · rintro E ⟨w, h, rfl⟩
    -- a weighted mean is at least any common lower bound of the energies
    have bound : ∀ m : ℝ, m ≤ e → m ≤ -1 → m ≤ mixEnergy (alloy e) w := by
      intro m hme hm1
      have ht := h.total
      rw [Fin.sum_univ_five] at ht
      have hm : m * (w 0 + w 1 + w 2 + w 3 + w 4) = m := by rw [ht, mul_one]
      have h0 := mul_nonneg (h.nonneg 0) (by linarith : 0 ≤ -m)
      have h1 := mul_nonneg (h.nonneg 1) (by linarith : 0 ≤ -1 - m)
      have h2 := mul_nonneg (h.nonneg 2) (by linarith : 0 ≤ -m)
      have h3 := mul_nonneg (h.nonneg 3) (by linarith : 0 ≤ e - m)
      have h4 := mul_nonneg (h.nonneg 4) (by linarith : 0 ≤ e - m)
      rw [mixEnergy_alloy]
      nlinarith
    exact bound _ (min_le_left _ _) (min_le_right _ _)

/-- With outside phases of energy -3, the middle phase is strictly stable within its section,
yet lies exactly 2 above the equal mixture of the outside phases, whose energy is the
hull energy of the full system. -/
theorem pseudobinary_counterexample :
    (∀ w, IsMixture (alloy (-3)) sectionPhases (1/4) (1/4) w → w ≠ pureMiddle →
      (alloy (-3)).energy 1 < mixEnergy (alloy (-3)) w) ∧
    IsHullEnergy (alloy (-3)) univ (1/4) (1/4) (mixEnergy (alloy (-3)) outsidePair) ∧
    (alloy (-3)).energy 1 - mixEnergy (alloy (-3)) outsidePair = 2 := by
  have hE : mixEnergy (alloy (-3)) outsidePair = -3 := by
    have h : outsidePair 1 = 0 ∧ outsidePair 3 = 1/2 ∧ outsidePair 4 = 1/2 := by
      simp [outsidePair]
    rw [mixEnergy_alloy, h.1, h.2.1, h.2.2]
    norm_num
  have he : (alloy (-3)).energy 1 = -1 := rfl
  refine ⟨middle_stable_in_section (-3), ?_, ?_⟩
  · have h := full_hullEnergy (-3)
    rw [min_eq_left (by norm_num : (-3 : ℝ) ≤ -1)] at h
    rw [hE]
    exact h
  · rw [hE, he]
    norm_num

end

end PseudobinarySection
```

```lean
#print axioms PseudobinarySection.hullEnergy_antitone
#print axioms PseudobinarySection.hullEnergy_edge_iff
#print axioms PseudobinarySection.pseudobinary_counterexample
```

```
'PseudobinarySection.hullEnergy_antitone' depends on axioms: [propext, Classical.choice, Quot.sound]
'PseudobinarySection.hullEnergy_edge_iff' depends on axioms: [propext, Classical.choice, Quot.sound]
'PseudobinarySection.pseudobinary_counterexample' depends on axioms: [propext, Classical.choice, Quot.sound]
```

## How the proofs follow the derivation

`hullEnergy_antitone` records that admitting more phases never raises the hull energy, provided that both hull energies exist. It takes a mixture that attains the minimum for the smaller set and observes that it is also a mixture for the larger one.

`isMixture_edge_iff` is the one-sided argument. The step `hsum` establishes that the weighted distances from the line add up to zero, and `hnn` that each of them is non-negative. `Finset.sum_eq_zero_iff_of_nonneg` then makes every term vanish. In each product either the fraction is zero, as wanted, or the phase lies on the line and so belongs to `S`. The converse direction only enlarges the set of admitted phases. Since the two sets of mixtures coincide, `hullEnergy_edge_iff` follows by rewriting one into the other.

`mixEnergy_alloy` is the formula E = −w₁ + e(w₃ + w₄).

`middle_stable_in_section` takes a slightly shorter route than the parametrisation by t. The support condition gives w₃ = w₄ = 0, so the energy is −w₁. If it were not above −1, then w₁ ≥ 1; together with non-negativity and total 1 this forces w₁ = 1 and w₀ = w₂ = 0. The mixture would be the pure middle phase, which was excluded. `fin_cases` checks this fraction by fraction, and `linarith` does the arithmetic. The composition conditions are not needed here, because phase 1 alone has the lowest energy among the three section phases.

`full_hullEnergy` has the two parts that `IsLeast` demands. For attainment, `le_total` separates e ≤ −1 from −1 ≤ e, and the proof supplies `outsidePair` or `pureMiddle` accordingly, verifying the fractions, the composition and the energy. For the lower bound, the step `bound` proves that any m with m ≤ e and m ≤ −1 is at most the energy of every mixture. Its facts `h0` to `h4` are the five non-negative terms in the expression for E − m above, and `nlinarith` combines them with the condition that the fractions sum to one.

`pseudobinary_counterexample` first evaluates the energy of `outsidePair` as −3. It then takes the section statement and the hull energy from the two preceding theorems at e = −3, and finishes with the subtraction −1 − (−3) = 2.
